# Thermal expansion of two Einstein modes changes sign exactly once when the soft mode has Grüneisen weight −g₁, the hard mode g₂, and 0 < g₁ < g₂

Take two vibrational modes, one with twice the frequency of the other. Their Einstein temperatures are θ₁ and θ₂ = 2θ₁, and at temperature T each contributes the heat capacity, in units of k_B,

c(x) = x² eˣ/(eˣ − 1)² = (x/2)²/sinh²(x/2), with x = θ/T.

Suppose the soft mode pulls the crystal together with weight g₁ > 0 and the hard mode pushes it apart with weight g₂ > 0. Put x = θ₁/T. Since sinh x = 2 sinh(x/2) cosh(x/2), the ratio of the heat capacities is

c(2x)/c(x) = 4 sinh²(x/2)/sinh² x = 1/cosh²(x/2),

and the thermal expansion coefficient is, up to a positive factor,

g₂ c(2x) − g₁ c(x) = c(x) [g₂/cosh²(x/2) − g₁].

As T rises from 0 to ∞, 1/cosh²(x/2) climbs from 0 to 1. If g₁ < g₂, the bracket changes sign once, at

T₀ = θ₁/(2 arcosh √(g₂/g₁)).

For general θ₁ < θ₂ there is no such simple formula, but the ratio still increases strictly and continuously from 0 to 1, and that is enough.

## The model

```lean
import Mathlib

open Filter Topology Set

namespace TwoModeThermalExpansion

noncomputable section
```

The file loads the Mathlib library and opens its vocabulary for limits and intervals.

```lean
/-- Heat capacity of an Einstein mode in units of the Boltzmann constant, as a function of
`x = θ / T`. -/
def einsteinC (x : ℝ) : ℝ := x ^ 2 * Real.exp x / (Real.exp x - 1) ^ 2
```

`einsteinC` is c(x), a function from real numbers to real numbers.

```lean
/-- Two-mode expansion function: the mode at `θ₁` has Grüneisen weight `-g₁`, the mode at `θ₂`
has weight `g₂`. -/
def expansion (θ₁ θ₂ g₁ g₂ T : ℝ) : ℝ := g₂ * einsteinC (θ₂ / T) - g₁ * einsteinC (θ₁ / T)
```

This is the function whose sign we want:

f(T) = g₂ c(θ₂/T) − g₁ c(θ₁/T).

In the quasi-harmonic approximation, the thermal expansion coefficient is a sum of mode heat capacities weighted by Grüneisen parameters γ = −d ln ω/d ln V, times a positive factor containing the bulk modulus and the volume. That factor is omitted because it does not affect the sign. The weight −g₁ stands for a mode that stiffens as the crystal expands. Both weights and both Einstein temperatures are held constant.

```lean
/-- Heat capacity of the mode at `θ₂` relative to that of the mode at `θ₁`, at temperature `T`. -/
def heatRatio (θ₁ θ₂ T : ℝ) : ℝ := einsteinC (θ₂ / T) / einsteinC (θ₁ / T)
```

`heatRatio` is r(T) = c(θ₂/T)/c(θ₁/T). Later lemmas write a for θ₁ and b for θ₂.

## The heat-capacity ratio increases with temperature

```lean
/-- The Einstein heat capacity is the square of `(x/2) / sinh (x/2)`. -/
theorem einsteinC_eq_sinh {x : ℝ} (hx : 0 < x) :
    einsteinC x = (x / 2) ^ 2 / Real.sinh (x / 2) ^ 2 := by
  have h1 : Real.exp x = Real.exp (x / 2) * Real.exp (x / 2) := by
    rw [← Real.exp_add, add_halves]
  have h2 : Real.exp (x / 2) * Real.exp (-(x / 2)) = 1 := by
    rw [← Real.exp_add, add_neg_cancel, Real.exp_zero]
  have h3 : Real.exp x - 1 = 2 * Real.exp (x / 2) * Real.sinh (x / 2) := by
    rw [Real.sinh_eq]
    linear_combination h1 + h2
  have hs : Real.sinh (x / 2) ≠ 0 := (Real.sinh_pos_iff.2 (half_pos hx)).ne'
  have he : Real.exp (x / 2) ≠ 0 := (Real.exp_pos _).ne'
  rw [einsteinC, h3, h1]
  generalize Real.sinh (x / 2) = s at hs ⊢
  generalize Real.exp (x / 2) = e at he ⊢
  field_simp
  try ring
```

In a Lean theorem, the brackets hold the variables and hypotheses, the claim follows the colon, and the proof follows `:= by`. Here `hx` names the assumption x > 0. By hand,

eˣ − 1 = e^(x/2) (e^(x/2) − e^(−x/2)) = 2 e^(x/2) sinh(x/2),

so (eˣ − 1)² = 4 eˣ sinh²(x/2), and eˣ cancels in c(x). The first identity is `h3`; `field_simp` does the cancelling.

```lean
/-- An Einstein mode has positive heat capacity at every positive `x = θ / T`. -/
theorem einsteinC_pos {x : ℝ} (hx : 0 < x) : 0 < einsteinC x := by
  rw [einsteinC_eq_sinh hx]
  exact div_pos (pow_pos (half_pos hx) 2) (pow_pos (Real.sinh_pos_iff.2 (half_pos hx)) 2)
```

For x > 0 the sinh form is a quotient of positive squares, so c(x) > 0.

```lean
/-- For `0 < a < b`, the quotient `sinh (a x) / sinh (b x)` strictly decreases for `x > 0`. -/
theorem sinh_ratio_strictAnti {a b : ℝ} (ha : 0 < a) (hab : a < b) :
    StrictAntiOn (fun x : ℝ => Real.sinh (a * x) / Real.sinh (b * x)) (Ioi 0) := by
  have hb : 0 < b := ha.trans hab
  have hl : ∀ k y : ℝ, HasDerivAt (fun z : ℝ => k * z) k y := fun k y => by
    simpa using (hasDerivAt_id' y).const_mul k
  -- the numerator of the derivative, up to sign, vanishes at 0 and increases
  have hd : ∀ y : ℝ, HasDerivAt (fun z : ℝ => b * (Real.sinh (a * z) * Real.cosh (b * z))
      - a * (Real.cosh (a * z) * Real.sinh (b * z)))
      ((b ^ 2 - a ^ 2) * (Real.sinh (a * y) * Real.sinh (b * y))) y := fun y => by
    refine ((((hl a y).sinh.fun_mul (hl b y).cosh).const_mul b).fun_sub
      (((hl a y).cosh.fun_mul (hl b y).sinh).const_mul a)).congr_deriv ?_
    ring
  have hm := strictMonoOn_of_deriv_pos (convex_Ici (0 : ℝ))
    (fun y _ => (hd y).continuousAt.continuousWithinAt) (fun y hy => by
      rw [interior_Ici] at hy
      have hy' : 0 < y := hy
      rw [(hd y).deriv]
      exact mul_pos (by nlinarith) (mul_pos (Real.sinh_pos_iff.2 (mul_pos ha hy'))
        (Real.sinh_pos_iff.2 (mul_pos hb hy'))))
  -- the quotient rule
  have hq : ∀ y : ℝ, 0 < y → HasDerivAt (fun x : ℝ => Real.sinh (a * x) / Real.sinh (b * x))
      ((Real.cosh (a * y) * a * Real.sinh (b * y) - Real.sinh (a * y) * (Real.cosh (b * y) * b))
        / Real.sinh (b * y) ^ 2) y := fun y hy =>
    (hl a y).sinh.fun_div (hl b y).sinh (Real.sinh_pos_iff.2 (mul_pos hb hy)).ne'
  refine strictAntiOn_of_deriv_neg (convex_Ioi 0)
    (fun y hy => (hq y hy).continuousAt.continuousWithinAt) (fun y hy => ?_)
  rw [interior_Ioi] at hy
  have hy' : 0 < y := hy
  have h := hm (mem_Ici.2 le_rfl) (mem_Ici.2 hy'.le) hy'
  simp only [mul_zero, Real.sinh_zero, Real.cosh_zero, zero_mul, sub_zero] at h
  rw [(hq y hy').deriv]
  exact div_neg_of_neg_of_pos (by linarith) (pow_pos (Real.sinh_pos_iff.2 (mul_pos hb hy')) 2)
```

`StrictAntiOn … (Ioi 0)` means strictly decreasing on (0, ∞). The quotient rule, `hq`, gives

d/dx [sinh(ax)/sinh(bx)] = −D(x)/sinh²(bx),
D(x) = b sinh(ax) cosh(bx) − a cosh(ax) sinh(bx).

Now D(0) = 0. In D′ the two terms ab cosh(ax) cosh(bx) cancel, leaving

D′(x) = (b² − a²) sinh(ax) sinh(bx) > 0 for x > 0.

This is `hd`. Hence D increases from zero (`hm`), D(x) > 0, and the quotient decreases.

```lean
/-- The heat-capacity ratio of two Einstein modes in terms of hyperbolic sines. -/
theorem heatRatio_eq {a b T : ℝ} (ha : 0 < a) (hb : 0 < b) (hT : 0 < T) :
    heatRatio a b T =
      (b / a * (Real.sinh (a * (1 / (2 * T))) / Real.sinh (b * (1 / (2 * T))))) ^ 2 := by
  have e : ∀ k : ℝ, k / T / 2 = k * (1 / (2 * T)) := fun k => by field_simp
  have hx : 0 < 1 / (2 * T) := by positivity
  rw [heatRatio, einsteinC_eq_sinh (div_pos hb hT), einsteinC_eq_sinh (div_pos ha hT), e, e]
  generalize 1 / (2 * T) = x at hx ⊢
  have h1 := (Real.sinh_pos_iff.2 (mul_pos ha hx)).ne'
  have h2 := (Real.sinh_pos_iff.2 (mul_pos hb hx)).ne'
  generalize Real.sinh (a * x) = s at h1 ⊢
  generalize Real.sinh (b * x) = t at h2 ⊢
  field_simp
```

With x = 1/(2T), the sinh form gives

r(T) = [(bx)²/sinh²(bx)] · [sinh²(ax)/(ax)²] = [(b/a) sinh(ax)/sinh(bx)]².

```lean
/-- The heat capacity of the harder mode relative to the softer one strictly increases with
temperature. -/
theorem heatRatio_strictMono {a b : ℝ} (ha : 0 < a) (hab : a < b) :
    StrictMonoOn (heatRatio a b) (Ioi 0) := by
  intro S hS T hT hST
  have hS' : 0 < S := hS
  have hT' : 0 < T := hT
  have hb : 0 < b := ha.trans hab
  have hxS : 0 < 1 / (2 * S) := by positivity
  have hxT : 0 < 1 / (2 * T) := by positivity
  have hx : 1 / (2 * T) < 1 / (2 * S) :=
    one_div_lt_one_div_of_lt (by positivity) (by linarith)
  have h := sinh_ratio_strictAnti ha hab (mem_Ioi.2 hxT) (mem_Ioi.2 hxS) hx
  have h0 := div_pos (Real.sinh_pos_iff.2 (mul_pos ha hxS)) (Real.sinh_pos_iff.2 (mul_pos hb hxS))
  rw [heatRatio_eq ha hb hS', heatRatio_eq ha hb hT']
  exact pow_lt_pow_left₀ (mul_lt_mul_of_pos_left h (div_pos hb ha))
    (mul_pos (div_pos hb ha) h0).le two_ne_zero
```

If S < T, then 1/(2T) < 1/(2S), so the decreasing quotient is larger at T. Multiplying by b/a > 0 and squaring positive numbers preserves the order: r(S) < r(T).

## The cold and hot limits

```lean
/-- As `T → 0⁺` the heat capacity of the harder mode becomes negligible relative to that of the
softer one. -/
theorem heatRatio_tendsto_zero {a b : ℝ} (ha : 0 < a) (hab : a < b) :
    Tendsto (heatRatio a b) (𝓝[>] 0) (𝓝 0) := by
  have hb : 0 < b := ha.trans hab
  have hd : 0 < b - a := sub_pos.2 hab
  have hc : Continuous (fun T : ℝ => (b / a * (2 * T / (b - a))) ^ 2) := by fun_prop
  refine squeeze_zero' ?_ ?_ ((hc.tendsto' 0 0 (by simp)).mono_left nhdsWithin_le_nhds)
  · filter_upwards [self_mem_nhdsWithin] with T hT
    rw [heatRatio_eq ha hb hT]
    exact sq_nonneg _
  · filter_upwards [self_mem_nhdsWithin] with T hT
    have hT' : 0 < T := hT
    have hx : 0 < 1 / (2 * T) := by positivity
    have e : 2 * T / (b - a) = 1 / ((b - a) * (1 / (2 * T))) := by field_simp
    rw [heatRatio_eq ha hb hT', e]
    generalize 1 / (2 * T) = x at hx ⊢
    have hs := Real.sinh_pos_iff.2 (mul_pos ha hx)
    have ht := Real.sinh_pos_iff.2 (mul_pos hb hx)
    have hz : 0 < (b - a) * x := mul_pos hd hx
    -- the addition theorem bounds sinh (b x) from below
    have h1 : (b - a) * x ≤ Real.cosh ((b - a) * x) :=
      (Real.self_le_sinh_iff.2 hz.le).trans (Real.sinh_lt_cosh _).le
    have h2 : Real.sinh (b * x) = Real.sinh (a * x) * Real.cosh ((b - a) * x)
        + Real.cosh (a * x) * Real.sinh ((b - a) * x) := by
      rw [← Real.sinh_add]
      congr 1
      ring
    have h3 := mul_le_mul_of_nonneg_left h1 hs.le
    have h4 := mul_pos (Real.cosh_pos (a * x)) (Real.sinh_pos_iff.2 hz)
    have h5 : Real.sinh (a * x) / Real.sinh (b * x) ≤ 1 / ((b - a) * x) := by
      rw [div_le_div_iff₀ ht hz]
      linarith
    exact pow_le_pow_left₀ (mul_pos (div_pos hb ha) (div_pos hs ht)).le
      (mul_le_mul_of_nonneg_left h5 (div_pos hb ha).le) 2
```

`Tendsto … (𝓝[>] 0) (𝓝 0)` says that r(T) → 0 as T → 0 from above. The addition theorem gives

sinh(bx) = sinh(ax) cosh((b−a)x) + cosh(ax) sinh((b−a)x) ≥ sinh(ax) · (b−a)x,

because the second term is positive and z ≤ sinh z < cosh z for z > 0. Therefore

0 ≤ r(T) ≤ [(b/a) · 2T/(b−a)]² → 0.

`squeeze_zero'` draws the conclusion. Physically, the hard mode freezes out first.

```lean
/-- Dulong–Petit limit: the heat capacity of an Einstein mode tends to one Boltzmann constant at
high temperature. -/
theorem einsteinC_tendsto_one {θ : ℝ} (hθ : 0 < θ) :
    Tendsto (fun T : ℝ => einsteinC (θ / T)) atTop (𝓝 1) := by
  have h := hasDerivAt_iff_tendsto_slope.1 (Real.hasDerivAt_exp 0)
  rw [Real.exp_zero] at h
  have h2 : Tendsto Real.exp (𝓝[≠] 0) (𝓝 1) :=
    (Real.continuous_exp.tendsto' 0 1 Real.exp_zero).mono_left nhdsWithin_le_nhds
  have h3 := h2.div (h.pow 2) (by norm_num)
  rw [one_pow, div_one] at h3
  have h4 : Tendsto einsteinC (𝓝[≠] 0) (𝓝 1) := by
    refine h3.congr' ?_
    filter_upwards [self_mem_nhdsWithin] with x _
    simp only [Pi.div_apply, slope_def_field, Real.exp_zero, sub_zero, einsteinC]
    rw [div_pow, div_div_eq_mul_div]
    ring
  refine h4.comp (tendsto_nhdsWithin_iff.2 ⟨tendsto_const_nhds.div_atTop tendsto_id, ?_⟩)
  filter_upwards [eventually_gt_atTop (0 : ℝ)] with T hT
  exact (div_pos hθ hT).ne'
```

Write

c(x) = eˣ/[(eˣ − 1)/x]².

As x → 0 through nonzero values, the bracket tends to the derivative of exp at 0, which is 1, and so does eˣ. Hence c → 1. Since θ/T → 0 as T → ∞, the heat capacity of each mode tends to one k_B.

## The single zero and its signs

```lean
/-- For `a, T > 0` the expansion function is the heat capacity of the mode at `a` times `g₂ *
heatRatio a b T - g₁`. -/
theorem expansion_eq {a T : ℝ} (b g₁ g₂ : ℝ) (ha : 0 < a) (hT : 0 < T) :
    expansion a b g₁ g₂ T = einsteinC (a / T) * (g₂ * heatRatio a b T - g₁) := by
  have k : ∀ u v : ℝ, u ≠ 0 → u * (v / u) = v := fun u v h => by field_simp
  have h := k _ (einsteinC (b / T)) (einsteinC_pos (div_pos ha hT)).ne'
  rw [expansion, heatRatio]
  linear_combination (-g₂) * h
```

Because c(θ₁/T) is positive, it can be factored out:

f(T) = c(θ₁/T) [g₂ r(T) − g₁].

The sign of f is the sign of the bracket.

```lean
/-- For `0 < θ₁ < θ₂` and `0 < g₁ < g₂` the two-mode expansion function vanishes at exactly one
positive temperature `T₀`; it is negative below `T₀` and positive above. -/
theorem expansion_unique_sign_change {θ₁ θ₂ g₁ g₂ : ℝ} (hθ₁ : 0 < θ₁) (hθ : θ₁ < θ₂)
    (hg₁ : 0 < g₁) (hg : g₁ < g₂) :
    ∃ T₀ : ℝ, 0 < T₀ ∧ (∀ T, 0 < T → (expansion θ₁ θ₂ g₁ g₂ T = 0 ↔ T = T₀)) ∧
      (∀ T, 0 < T → T < T₀ → expansion θ₁ θ₂ g₁ g₂ T < 0) ∧
      (∀ T, T₀ < T → 0 < expansion θ₁ θ₂ g₁ g₂ T) := by
  have hθ₂ : 0 < θ₂ := hθ₁.trans hθ
  have hg₂ : 0 < g₂ := hg₁.trans hg
  have hpos : ∀ T : ℝ, 0 < T → 0 < einsteinC (θ₁ / T) :=
    fun T hT => einsteinC_pos (div_pos hθ₁ hT)
  have hc : ∀ θ : ℝ, 0 < θ → ContinuousOn (fun T : ℝ => einsteinC (θ / T)) (Ioi 0) := by
    intro θ h
    have hdiv : ContinuousOn (fun T : ℝ => θ / T) (Ioi 0) :=
      continuousOn_const.div continuousOn_id (fun T hT => ne_of_gt hT)
    exact ((hdiv.pow 2).mul hdiv.rexp).div ((hdiv.rexp.sub continuousOn_const).pow 2)
      (fun T hT => pow_ne_zero 2 (sub_pos.2 (Real.one_lt_exp_iff.2 (div_pos h hT))).ne')
  have hcont : ContinuousOn (expansion θ₁ θ₂ g₁ g₂) (Ioi 0) :=
    (continuousOn_const.mul (hc θ₂ hθ₂)).sub (continuousOn_const.mul (hc θ₁ hθ₁))
  -- a cold temperature with negative value
  obtain ⟨T₁, hq, hT₁⟩ := (((heatRatio_tendsto_zero hθ₁ hθ).eventually_lt_const
    (div_pos hg₁ hg₂)).and eventually_mem_nhdsWithin).exists
  have hneg : expansion θ₁ θ₂ g₁ g₂ T₁ < 0 := by
    rw [expansion_eq θ₂ g₁ g₂ hθ₁ hT₁]
    have := (lt_div_iff₀ hg₂).1 hq
    exact mul_neg_of_pos_of_neg (hpos T₁ hT₁) (by linarith)
  -- a hot temperature with positive value
  have hlim : Tendsto (expansion θ₁ θ₂ g₁ g₂) atTop (𝓝 (g₂ * 1 - g₁ * 1)) :=
    ((einsteinC_tendsto_one hθ₂).const_mul g₂).sub ((einsteinC_tendsto_one hθ₁).const_mul g₁)
  obtain ⟨T₂, hp, hT₂⟩ := ((hlim.eventually_const_lt (show (0 : ℝ) < g₂ * 1 - g₁ * 1 by
    linarith)).and (eventually_gt_atTop (0 : ℝ))).exists
  obtain ⟨T₀, hT₀, hz⟩ := isPreconnected_Ioi.intermediate_value hT₁ (mem_Ioi.2 hT₂) hcont
    ⟨hneg.le, hp.le⟩
  have hT₀' : 0 < T₀ := hT₀
  have hr : g₂ * heatRatio θ₁ θ₂ T₀ - g₁ = 0 := by
    have h := hz
    rw [expansion_eq θ₂ g₁ g₂ hθ₁ hT₀'] at h
    exact (mul_eq_zero.1 h).resolve_left (hpos T₀ hT₀').ne'
  -- monotonicity of the ratio fixes the sign on either side
  have hbelow : ∀ T, 0 < T → T < T₀ → expansion θ₁ θ₂ g₁ g₂ T < 0 := fun T hT h => by
    have := mul_lt_mul_of_pos_left (heatRatio_strictMono hθ₁ hθ (mem_Ioi.2 hT) hT₀ h) hg₂
    rw [expansion_eq θ₂ g₁ g₂ hθ₁ hT]
    exact mul_neg_of_pos_of_neg (hpos T hT) (by linarith)
  have habove : ∀ T, T₀ < T → 0 < expansion θ₁ θ₂ g₁ g₂ T := fun T h => by
    have hT := hT₀'.trans h
    have := mul_lt_mul_of_pos_left (heatRatio_strictMono hθ₁ hθ hT₀ (mem_Ioi.2 hT) h) hg₂
    rw [expansion_eq θ₂ g₁ g₂ hθ₁ hT]
    exact mul_pos (hpos T hT) (by linarith)
  refine ⟨T₀, hT₀', fun T hT => ⟨fun h => ?_, fun h => h ▸ hz⟩, hbelow, habove⟩
  rcases lt_trichotomy T T₀ with h' | h' | h'
  · exact absurd h (hbelow T hT h').ne
  · exact h'
  · exact absurd h (habove T h').ne'
```

The statement reads: there is a T₀ > 0 such that, for T > 0, f(T) = 0 if and only if T = T₀; f is negative for 0 < T < T₀ and positive for T > T₀.

For existence, the cold limit supplies a T₁ with r(T₁) < g₁/g₂, so f(T₁) < 0. At high temperature f → g₂ − g₁ > 0, so some T₂ has f(T₂) > 0. Since f is continuous on (0, ∞), the intermediate value theorem gives a zero T₀.

There g₂ r(T₀) = g₁. As r strictly increases, the bracket is negative below T₀ (`hbelow`) and positive above (`habove`). `lt_trichotomy` splits any T into below, equal or above, which excludes a second zero.

For a quasi-harmonic calculation reduced to two modes with constant parameters, this means that contraction on heating gives way to expansion at one temperature only.

```lean
/-- If `0 < θ₁ < θ₂`, `g₁ > 0` and `g₂ ≤ g₁`, the two-mode expansion function is negative at every
positive temperature. -/
theorem expansion_neg_of_le {θ₁ θ₂ g₁ g₂ T : ℝ} (hθ₁ : 0 < θ₁) (hθ : θ₁ < θ₂)
    (hg₁ : 0 < g₁) (hg : g₂ ≤ g₁) (hT : 0 < T) : expansion θ₁ θ₂ g₁ g₂ T < 0 := by
  have hm := heatRatio_strictMono hθ₁ hθ
  have h2T : 0 < 2 * T := by positivity
  have hlim : Tendsto (heatRatio θ₁ θ₂) atTop (𝓝 (1 / 1)) :=
    (einsteinC_tendsto_one (hθ₁.trans hθ)).div (einsteinC_tendsto_one hθ₁) one_ne_zero
  -- the increasing ratio stays below its high-temperature limit
  have h1 : heatRatio θ₁ θ₂ (2 * T) ≤ 1 / 1 := by
    refine ge_of_tendsto hlim ?_
    filter_upwards [eventually_ge_atTop (2 * T)] with S hS
    exact hm.monotoneOn (mem_Ioi.2 h2T) (mem_Ioi.2 (h2T.trans_le hS)) hS
  have h2 := hm (mem_Ioi.2 hT) (mem_Ioi.2 h2T) (by linarith)
  have h3 : heatRatio θ₁ θ₂ T < 1 := by linarith
  have h0 : 0 < heatRatio θ₁ θ₂ T :=
    div_pos (einsteinC_pos (div_pos (hθ₁.trans hθ) hT)) (einsteinC_pos (div_pos hθ₁ hT))
  rw [expansion_eq θ₂ g₁ g₂ hθ₁ hT]
  have h4 := mul_le_mul_of_nonneg_right hg h0.le
  have h5 := mul_lt_mul_of_pos_left h3 hg₁
  exact mul_neg_of_pos_of_neg (einsteinC_pos (div_pos hθ₁ hT)) (by linarith)

end

end TwoModeThermalExpansion
```

Here g₁ > 0 but g₂ ≤ g₁. The ratio increases towards 1/1 = 1, so

r(T) < r(2T) ≤ 1.

The step to 2T makes the inequality strict. Since r(T) > 0,

g₂ r(T) ≤ g₁ r(T) < g₁,

and f(T) < 0 at every positive temperature. With g₁ > 0, the sign change therefore requires g₁ < g₂: the hard mode must outweigh the soft one once both are fully excited.

```lean
#print axioms TwoModeThermalExpansion.expansion_unique_sign_change
#print axioms TwoModeThermalExpansion.expansion_neg_of_le
```

```
'TwoModeThermalExpansion.expansion_unique_sign_change' depends on axioms: [propext, Classical.choice, Quot.sound]
'TwoModeThermalExpansion.expansion_neg_of_le' depends on axioms: [propext, Classical.choice, Quot.sound]
```
